# A virial theorem for the lowest eigenvalue of $T/r^2+V/r$

Let $T$ and $V$ be Hermitian $n\times n$ matrices, and let $E(s)$ be the lowest eigenvalue of $H(s)=T/s^2+V/s$ for every $s>0$. If $E$ is differentiable at $r>0$, every unit ground vector $\psi$ of $H(r)$ satisfies

$$\frac{2\langle T\rangle}{r^2}+\frac{\langle V\rangle}{r}=-r\,E'(r),\qquad \langle A\rangle=\psi^\dagger A\psi .$$

For jellium with a fixed number of electrons, measuring lengths in units of the density parameter $r$, the radius of a sphere whose volume is the volume per electron, gives the kinetic energy a factor $1/r^2$ and the Coulomb energy a factor $1/r$. Here $T$ and $V$ are finite matrices independent of $r$, as for a basis that scales with the cell. Within that model, wherever $E$ is differentiable, the curve $E(r)$ alone fixes how the ground energy divides into kinetic and potential parts.

## Hamiltonian, expectation values and levels

Vectors are functions `Fin n → ℂ`.

```lean
import Mathlib

open Matrix Topology
open scoped ComplexOrder

namespace JelliumVirial

noncomputable section

variable {n : ℕ}
```

The matrices $T$ and $V$ absorb all units and constants. Nothing specific to Coulomb repulsion is assumed, nor that $T$ is positive.

```lean
/-- The scaled Hamiltonian `T / r² + V / r` at density parameter `r`. -/
def hamiltonian (T V : Matrix (Fin n) (Fin n) ℂ) (r : ℝ) : Matrix (Fin n) (Fin n) ℂ :=
  ((1 / r ^ 2 : ℝ) : ℂ) • T + ((1 / r : ℝ) : ℂ) • V
```

The expectation value is defined as a real part, so that energies are real numbers. It is the usual one when $\psi^\dagger\psi=1$, which the theorems assume as `star ψ ⬝ᵥ ψ = 1`.

```lean
/-- The real part of `⟨ψ, A ψ⟩`. -/
def expect (A : Matrix (Fin n) (Fin n) ℂ) (ψ : Fin n → ℂ) : ℝ :=
  (star ψ ⬝ᵥ A *ᵥ ψ).re
```

An energy level is a real $e$ with $A\varphi=e\varphi$ for some $\varphi\neq0$. The ground energy is the least element of this set, expressed by `IsLeast`.

```lean
/-- The real eigenvalues of a matrix. -/
def energyLevels (A : Matrix (Fin n) (Fin n) ℂ) : Set ℝ :=
  {e | ∃ φ : Fin n → ℂ, φ ≠ 0 ∧ A *ᵥ φ = (e : ℂ) • φ}
```

Taking the real part loses nothing for Hermitian $A$, because $(\psi^\dagger A\psi)^*=\psi^\dagger A^\dagger\psi=\psi^\dagger A\psi$.

```lean
/-- For a Hermitian matrix, `⟨ψ, A ψ⟩` is real and equals `expect A ψ`. -/
theorem expect_eq {A : Matrix (Fin n) (Fin n) ℂ} (hA : A.IsHermitian) (ψ : Fin n → ℂ) :
    (expect A ψ : ℂ) = star ψ ⬝ᵥ A *ᵥ ψ := by
  have h : star ψ ⬝ᵥ A *ᵥ ψ = star (star ψ ⬝ᵥ A *ᵥ ψ) := by
    conv_lhs => rw [Matrix.star_dotProduct, Matrix.star_mulVec, hA.eq,
      ← Matrix.dotProduct_mulVec]
  exact Complex.conj_eq_iff_re.mp h.symm
```

## A fixed vector bounds the energy at every density

Let $e$ be the lowest level of $A$. If $(A-e)\varphi=\lambda\varphi$ with $\varphi\ne0$, then $A\varphi=(\lambda+e)\varphi$, so $\lambda+e\ge e$ and $\lambda\ge0$. A Hermitian matrix with nonnegative eigenvalues is positive semidefinite, hence $0\le\psi^\dagger(A-e)\psi=\langle A\rangle-e$ for a unit vector. The proof applies this argument to Mathlib's eigenvector basis of the shifted matrix.

```lean
/-- Variational principle: the lowest eigenvalue of a Hermitian matrix is at most its
expectation value in any unit vector. -/
theorem lowest_le_expect {A : Matrix (Fin n) (Fin n) ℂ} (hA : A.IsHermitian) {e : ℝ}
    (he : IsLeast (energyLevels A) e) {ψ : Fin n → ℂ} (hψ : star ψ ⬝ᵥ ψ = 1) :
    e ≤ expect A ψ := by
  have hB : (A - (e : ℂ) • (1 : Matrix (Fin n) (Fin n) ℂ)).IsHermitian := by
    unfold Matrix.IsHermitian
    rw [conjTranspose_sub, conjTranspose_smul, conjTranspose_one, hA.eq]
    simp
  -- every eigenvalue of the shifted matrix is nonnegative
  have hp : (A - (e : ℂ) • (1 : Matrix (Fin n) (Fin n) ℂ)).PosSemidef := by
    refine hB.posSemidef_iff_eigenvalues_nonneg.mpr (fun i => ?_)
    have h1 := hB.mulVec_eigenvectorBasis i
    rw [Matrix.sub_mulVec, Matrix.smul_mulVec, Matrix.one_mulVec] at h1
    have hmem : hB.eigenvalues i + e ∈ energyLevels A := by
      refine ⟨(hB.eigenvectorBasis i).ofLp, ?_, ?_⟩
      · intro h0
        apply hB.eigenvectorBasis.orthonormal.ne_zero i
        ext j
        exact congrFun h0 j
      · rw [sub_eq_iff_eq_add.mp h1]
        ext j
        simp [add_mul]
    have h2 := he.2 hmem
    change 0 ≤ hB.eigenvalues i
    linarith
  have h := hp.dotProduct_mulVec_nonneg ψ
  rw [Matrix.sub_mulVec, Matrix.smul_mulVec, Matrix.one_mulVec, dotProduct_sub,
    dotProduct_smul, hψ] at h
  have h2 := (Complex.le_def.mp h).1
  unfold expect
  simpa using h2
```

By linearity, $\langle H(s)\rangle=\langle T\rangle/s^2+\langle V\rangle/s$.

```lean
/-- The energy of a fixed vector splits into a kinetic part scaling as `1 / r²` and a
potential part scaling as `1 / r`. -/
theorem expect_hamiltonian (T V : Matrix (Fin n) (Fin n) ℂ) (r : ℝ) (ψ : Fin n → ℂ) :
    expect (hamiltonian T V r) ψ = expect T ψ / r ^ 2 + expect V ψ / r := by
  unfold expect hamiltonian
  rw [Matrix.add_mulVec, Matrix.smul_mulVec, Matrix.smul_mulVec, dotProduct_add,
    dotProduct_smul, dotProduct_smul, smul_eq_mul, smul_eq_mul, Complex.add_re,
    Complex.re_ofReal_mul, Complex.re_ofReal_mul]
  ring
```

Now keep one unit vector $\psi$ fixed and vary $s$. Since $H(s)$ is Hermitian, the variational principle gives

$$E(s)\le g(s),\qquad g(s)=\frac{\langle T\rangle}{s^2}+\frac{\langle V\rangle}{s}\qquad(s>0).$$

The hypothesis `hE` says that `E s` is the lowest level for every positive `s`; values of `E` elsewhere are unrestricted.

```lean
/-- A unit vector kept fixed while the density parameter varies gives an upper bound
`⟨T⟩ / s² + ⟨V⟩ / s` on the ground energy at every `s > 0`. -/
theorem ground_le_trial {T V : Matrix (Fin n) (Fin n) ℂ} (hT : T.IsHermitian)
    (hV : V.IsHermitian) {E : ℝ → ℝ}
    (hE : ∀ s, 0 < s → IsLeast (energyLevels (hamiltonian T V s)) (E s))
    {ψ : Fin n → ℂ} (hψ : star ψ ⬝ᵥ ψ = 1) {s : ℝ} (hs : 0 < s) :
    E s ≤ expect T ψ / s ^ 2 + expect V ψ / s := by
  have hH : (hamiltonian T V s).IsHermitian := by
    unfold Matrix.IsHermitian hamiltonian
    simp only [conjTranspose_add, conjTranspose_smul, hT.eq, hV.eq, Complex.star_def,
      Complex.conj_ofReal]
  rw [← expect_hamiltonian]
  exact lowest_le_expect hH (hE s hs) hψ
```

## Contact at $r$ and equal slopes

If $H(r)\psi=e\psi$, multiplying by $\psi^\dagger$ gives $e=\langle H(r)\rangle=g(r)$. For a ground vector, $e=E(r)$, so the trial curve touches the energy curve.

```lean
/-- In a unit eigenvector the kinetic and potential parts add up to the eigenvalue. -/
theorem energy_eq_parts {T V : Matrix (Fin n) (Fin n) ℂ} {r e : ℝ} {ψ : Fin n → ℂ}
    (hψ : star ψ ⬝ᵥ ψ = 1) (hg : hamiltonian T V r *ᵥ ψ = (e : ℂ) • ψ) :
    e = expect T ψ / r ^ 2 + expect V ψ / r := by
  rw [← expect_hamiltonian]
  unfold expect
  rw [hg, dotProduct_smul, hψ]
  simp
```

The slope of the trial curve follows from the product rule applied to powers of $s^{-1}$:

$$g'(r)=-\frac{2\langle T\rangle}{r^3}-\frac{\langle V\rangle}{r^2}=-\frac1r\left(\frac{2\langle T\rangle}{r^2}+\frac{\langle V\rangle}{r}\right).$$

```lean
/-- The slope of the trial curve `t / s² + v / s` at `r` is `-(2 t / r² + v / r) / r`. -/
theorem hasDerivAt_trial (t v : ℝ) {r : ℝ} (hr : r ≠ 0) :
    HasDerivAt (fun s : ℝ => t / s ^ 2 + v / s) (-(2 * (t / r ^ 2) + v / r) / r) r := by
  have hi := hasDerivAt_inv hr
  have h := ((hi.fun_mul hi).mul_const t).fun_add (hi.mul_const v)
  have e : (fun s : ℝ => t / s ^ 2 + v / s) = fun s => s⁻¹ * s⁻¹ * t + s⁻¹ * v := by
    funext s
    ring
  rw [e]
  exact h.congr_deriv (by ring)
```

The difference $g-E$ is nonnegative for $s>0$ and zero at $r$, so it has a local minimum there. Its derivative vanishes, $g'(r)=E'(r)$, and multiplying by $-r$ gives the virial theorem. In Lean, `hd` supplies the derivative `E'`, `hg` says that `ψ` is a ground vector, `hmin` is the local minimum, and `hasDerivAt_eq_zero` equates the slopes.

```lean
/-- Virial theorem: where the ground energy `E` of `T / r² + V / r` is differentiable, twice
the kinetic energy plus the potential energy of any unit ground vector equals `-r E'(r)`. -/
theorem virial {T V : Matrix (Fin n) (Fin n) ℂ} (hT : T.IsHermitian) (hV : V.IsHermitian)
    {E : ℝ → ℝ} (hE : ∀ s, 0 < s → IsLeast (energyLevels (hamiltonian T V s)) (E s))
    {r E' : ℝ} (hr : 0 < r) (hd : HasDerivAt E E' r) {ψ : Fin n → ℂ}
    (hψ : star ψ ⬝ᵥ ψ = 1) (hg : hamiltonian T V r *ᵥ ψ = (E r : ℂ) • ψ) :
    2 * (expect T ψ / r ^ 2) + expect V ψ / r = -(r * E') := by
  -- the trial curve lies above the ground energy and touches it at `r`
  have hmin : IsLocalMin (fun s => expect T ψ / s ^ 2 + expect V ψ / s - E s) r := by
    filter_upwards [lt_mem_nhds hr] with s hs
    have h1 := ground_le_trial hT hV hE hψ hs
    have h2 := energy_eq_parts hψ hg
    linarith
  have h0 := hmin.hasDerivAt_eq_zero
    ((hasDerivAt_trial (expect T ψ) (expect V ψ) hr.ne').fun_sub hd)
  -- equal slopes at the point of contact
  have h1 : -(2 * (expect T ψ / r ^ 2) + expect V ψ / r) / r = E' := by linarith
  have h2 := (div_eq_iff hr.ne').mp h1
  linarith
```

Differentiability matters at a level crossing. Take $T=\mathrm{diag}(0,1)$ and $V=\mathrm{diag}(0,-1)$, with levels $0$ and $1/r^2-1/r$. They cross at $r=1$, where $E$ has a kink. Both basis vectors are ground vectors there, but $2\langle T\rangle+\langle V\rangle$ is $0$ for the first and $1$ for the second, so no single number $-rE'$ fits both.

## Kinetic and potential energies from the curve

Subtracting $E=\langle T\rangle/r^2+\langle V\rangle/r$ from the virial relation gives $\langle T\rangle/r^2=-E-rE'$, and then $\langle V\rangle/r=2E+rE'$.

```lean
/-- The kinetic and potential energies of a unit ground vector are determined separately by
the ground energy and its slope: they are `-E - r E'` and `2 E + r E'`. -/
theorem kinetic_potential_from_energy {T V : Matrix (Fin n) (Fin n) ℂ}
    (hT : T.IsHermitian) (hV : V.IsHermitian) {E : ℝ → ℝ}
    (hE : ∀ s, 0 < s → IsLeast (energyLevels (hamiltonian T V s)) (E s))
    {r E' : ℝ} (hr : 0 < r) (hd : HasDerivAt E E' r) {ψ : Fin n → ℂ}
    (hψ : star ψ ⬝ᵥ ψ = 1) (hg : hamiltonian T V r *ᵥ ψ = (E r : ℂ) • ψ) :
    expect T ψ / r ^ 2 = -E r - r * E' ∧ expect V ψ / r = 2 * E r + r * E' := by
  have h1 := virial hT hV hE hr hd hψ hg
  have h2 := energy_eq_parts hψ hg
  constructor <;> linarith
```

At a local minimum of $E$, differentiability need not be assumed. For $s$ near $r$,

$$g(r)=E(r)\le E(s)\le g(s),$$

so $g$ also has a local minimum at $r$. Setting $g'(r)=0$ gives $\langle V\rangle/r=-2\langle T\rangle/r^2$, and adding the kinetic part gives $E(r)=-\langle T\rangle/r^2$. The proof uses the same slope lemma, now for the trial curve alone.

```lean
/-- At a local minimum of the ground energy at some `r > 0`, the potential energy of any unit ground
vector is minus twice its kinetic energy, and the total is minus the kinetic. -/
theorem virial_equilibrium {T V : Matrix (Fin n) (Fin n) ℂ} (hT : T.IsHermitian)
    (hV : V.IsHermitian) {E : ℝ → ℝ}
    (hE : ∀ s, 0 < s → IsLeast (energyLevels (hamiltonian T V s)) (E s))
    {r : ℝ} (hr : 0 < r) (hm : IsLocalMin E r) {ψ : Fin n → ℂ}
    (hψ : star ψ ⬝ᵥ ψ = 1) (hg : hamiltonian T V r *ᵥ ψ = (E r : ℂ) • ψ) :
    expect V ψ / r = -2 * (expect T ψ / r ^ 2) ∧ E r = -(expect T ψ / r ^ 2) := by
  have h2 := energy_eq_parts hψ hg
  -- the trial curve inherits the local minimum
  have hmin : IsLocalMin (fun s => expect T ψ / s ^ 2 + expect V ψ / s) r := by
    filter_upwards [lt_mem_nhds hr, hm] with s hs hms
    have h1 := ground_le_trial hT hV hE hψ hs
    linarith
  have h0 := hmin.hasDerivAt_eq_zero (hasDerivAt_trial (expect T ψ) (expect V ψ) hr.ne')
  have h3 := (div_eq_iff hr.ne').mp h0
  constructor <;> linarith

end

end JelliumVirial
```

```lean
#print axioms JelliumVirial.expect_eq
#print axioms JelliumVirial.lowest_le_expect
#print axioms JelliumVirial.kinetic_potential_from_energy
#print axioms JelliumVirial.virial_equilibrium
```

```
'JelliumVirial.expect_eq' depends on axioms: [propext, Classical.choice, Quot.sound]
'JelliumVirial.lowest_le_expect' depends on axioms: [propext, Classical.choice, Quot.sound]
'JelliumVirial.kinetic_potential_from_energy' depends on axioms: [propext, Classical.choice, Quot.sound]
'JelliumVirial.virial_equilibrium' depends on axioms: [propext, Classical.choice, Quot.sound]
```
